# In a finite linearly independent basis, a function and its dual have norms with product at least one

Take two normalised functions b_1 and b_2 with overlap s = ⟨b_1, b_2⟩, where 0 ≤ |s| < 1. The dual d_1 is the combination of the two that has inner product 1 with b_1 and 0 with b_2. With s* the complex conjugate of s, and the inner product conjugate-linear in its first argument, it is

d_1 = (b_1 − s* b_2) / (1 − |s|²),  ‖d_1‖² = 1 / (1 − |s|²).

To be orthogonal to b_2, d_1 must tilt away from b_1. To keep a component of 1 along b_1 while tilted, it must be longer than 1. Only s = 0 removes the tilt.

For a finite linearly independent family b_i, the dual d_i is the combination of the whole family that has inner product 1 with b_i and 0 with every other b_j. The overlap matrix is S_ij = ⟨b_i, b_j⟩, and ‖d_i‖² = (S⁻¹)_ii. The general statement is

S_ii (S⁻¹)_ii ≥ 1, with equality exactly when S_ij = 0 for all j ≠ i.

In electronic structure with a finite non-orthogonal orbital basis, ⟨d_i, ψ⟩ is the coefficient of b_i in a function ψ of the span, so ‖d_i‖ measures how strongly an error in ψ can affect that coefficient.

## A finite family in a complex inner product space

The functions are indexed by a finite type `n` and live in a space `E`, which may itself be infinite-dimensional. Finiteness makes S an ordinary matrix and every expansion a finite sum. An infinite linearly independent family may have no duals: a function that is an infinite series in the others cannot be separated from them.

```lean
import Mathlib

open Matrix
open scoped ComplexOrder InnerProductSpace

namespace DualFunctionLength

noncomputable section

variable {n : Type*} [Fintype n]
variable {E : Type*} [NormedAddCommGroup E] [InnerProductSpace ℂ E]
```

Mathlib's inner product is also conjugate-linear in its first argument, so the conjugates below are placed as in the opening example.

```lean
/-- The overlap matrix `S i j = ⟨b i, b j⟩` of a family of basis functions. -/
def overlap (b : n → E) : Matrix n n ℂ := Matrix.of fun i j => ⟪b i, b j⟫_ℂ
```

For coefficient vectors u and v, expanding both arguments gives

⟨Σ_j u_j b_j, Σ_k v_k b_k⟩ = Σ_jk u_j* S_jk v_k = u†Sv,

where † is the conjugate transpose. The lemma pulls out the two sums and then the scalars in the same order.

```lean
/-- The inner product of two expansions in the basis is the sesquilinear form of the
overlap matrix in their coefficients. -/
theorem inner_expansion (b : n → E) (c d : n → ℂ) :
    ⟪∑ j, c j • b j, ∑ k, d k • b k⟫_ℂ = star c ⬝ᵥ (overlap b *ᵥ d) := by
  change _ = ∑ j, star (c j) * ∑ k, ⟪b j, b k⟫_ℂ * d k
  rw [sum_inner]
  refine Finset.sum_congr rfl fun j _ => ?_
  rw [inner_sum, Finset.mul_sum]
  refine Finset.sum_congr rfl fun k _ => ?_
  rw [inner_smul_left, inner_smul_right, starRingEnd_apply]
  ring
```

## Linear independence

Physically, no basis function is redundant. By hand, this is used once: if u ≠ 0, then f = Σ_j u_j b_j ≠ 0, so u†Su = ‖f‖² > 0. Since also S_ji* = S_ij, S is positive definite. In the proof, `hne` is the step that uses independence.

```lean
/-- The overlap matrix of linearly independent functions is positive definite. -/
theorem overlap_posDef {b : n → E} (hb : LinearIndependent ℂ b) : (overlap b).PosDef := by
  rw [Matrix.posDef_iff_dotProduct_mulVec]
  refine ⟨Matrix.IsHermitian.ext fun i j => inner_conj_symm _ _, fun x hx => ?_⟩
  -- a non-zero coefficient vector gives a non-zero function
  have hne : ∑ j, x j • b j ≠ 0 := fun h =>
    hx (funext (Fintype.linearIndependent_iff.mp hb x h))
  have hpos : 0 < ‖∑ j, x j • b j‖ ^ 2 := pow_pos (norm_pos_iff.mpr hne) 2
  have hself : ⟪∑ j, x j • b j, ∑ j, x j • b j⟫_ℂ = ((‖∑ j, x j • b j‖ ^ 2 : ℝ) : ℂ) :=
    (inner_self_eq_norm_sq_to_K _).trans (Complex.ofReal_pow _ _).symm
  rw [← inner_expansion, hself]
  exact Complex.zero_lt_real.mpr hpos
```

Without it, S is singular and the duals cannot all exist. If b_2 = b_1, no function has inner product 1 with one and 0 with the other. Lean assigns the inverse of a singular matrix the value zero, so the inequality would then be false.

## Positive definiteness as invertibility

The matrix theorem assumes only `S.PosDef`, whatever the origin of S. Its first consequence is that S⁻¹ is a true inverse. Let x be column i of S⁻¹, so x_j = (S⁻¹)_ji; these are the coefficients of d_i.

```lean
variable [DecidableEq n] {S : Matrix n n ℂ}

/-- The expansion coefficients of the `i`-th dual function: column `i` of the inverse of an
invertible overlap matrix. -/
def dualCoeff (S : Matrix n n ℂ) (i : n) : n → ℂ := fun j => S⁻¹ j i

/-- The `i`-th dual function of a linearly independent family, expanded in that family. -/
def dualFunction (b : n → E) (i : n) : E := ∑ j, dualCoeff (overlap b) i j • b j
```

Let e_i be the unit vector with 1 in place i, `Pi.single i 1` in Lean. The derivation rests on the residual

r = S_ii x − e_i,

the coefficient vector of S_ii d_i − b_i. It measures how far the rescaled dual departs from its partner.

```lean
/-- The coefficients of the `i`-th dual function, scaled by `S i i`, minus those of the
`i`-th basis function. -/
def residual (S : Matrix n n ℂ) (i : n) : n → ℂ := S i i • dualCoeff S i - Pi.single i 1
```

Invertibility gives Sx = e_i, and hence

(Sr)_j = S_ii δ_ji − S_ji.

Here δ_ji is 1 for j = i and 0 otherwise. The i-th component of Sr vanishes, and the others are the off-diagonal entries of column i with their signs reversed. The next two lemmas are these two equations.

```lean
/-- The overlap matrix sends the dual coefficients to a unit vector. -/
theorem mulVec_dualCoeff (hS : S.PosDef) (i : n) :
    S *ᵥ dualCoeff S i = Pi.single i 1 := by
  have hdet : IsUnit S.det := (Matrix.isUnit_iff_isUnit_det S).mp hS.isUnit
  ext j
  change (S * S⁻¹) j i = _
  rw [Matrix.mul_nonsing_inv S hdet, Matrix.one_apply, Pi.single_apply]

/-- The overlap matrix sends the residual to minus the off-diagonal part of column `i`. -/
theorem mulVec_residual (hS : S.PosDef) (i j : n) :
    (S *ᵥ residual S i) j = (if j = i then S i i else 0) - S j i := by
  rw [residual, Matrix.mulVec_sub, Matrix.mulVec_smul, mulVec_dualCoeff hS,
    Matrix.mulVec_single_one]
  simp [Pi.single_apply]
```

## Hermitian symmetry

The condition S_ji* = S_ij says that exchanging two functions conjugates their overlap. It makes S_ii and (S⁻¹)_ii real, and it lets S act to the left:

r†Se_i = (Sr)†e_i = ((Sr)_i)* = 0.

So S_ii d_i − b_i is orthogonal to b_i. Since r_i = S_ii (S⁻¹)_ii − 1 is real,

r†Sr = r†(S_ii e_i − Se_i) = S_ii r_i* − 0 = S_ii (S_ii (S⁻¹)_ii − 1).

In the proof, `hflip` moves S to the left, `h2` is the orthogonality and `h3` evaluates r_i*.

```lean
/-- In the inner product defined by `S`, the residual has squared length `S i i * (S i i * S⁻¹ i i -
1)`. -/
theorem residual_length (hS : S.PosDef) (i : n) :
    star (residual S i) ⬝ᵥ (S *ᵥ residual S i) = S i i * (S i i * S⁻¹ i i - 1) := by
  have h1 : S *ᵥ residual S i = S i i • Pi.single i 1 - S *ᵥ Pi.single i 1 := by
    rw [residual, Matrix.mulVec_sub, Matrix.mulVec_smul, mulVec_dualCoeff hS]
  -- the residual is orthogonal to the `i`-th basis function
  have hflip : star (residual S i) ᵥ* S = star (S *ᵥ residual S i) := by
    rw [Matrix.star_mulVec, hS.isHermitian.eq]
  have h2 : star (residual S i) ⬝ᵥ (S *ᵥ Pi.single i 1) = 0 := by
    rw [Matrix.dotProduct_mulVec, hflip, dotProduct_single, Pi.star_apply,
      mulVec_residual hS]
    simp
  have hs : (starRingEnd ℂ) (S i i) = S i i := hS.isHermitian.apply i i
  have ht : (starRingEnd ℂ) (S⁻¹ i i) = S⁻¹ i i := hS.isHermitian.inv.apply i i
  have h3 : star (residual S i i) = S i i * S⁻¹ i i - 1 := by
    simp [residual, dualCoeff, hs, ht]
  rw [h1, dotProduct_sub, h2, dotProduct_smul, dotProduct_single, Pi.star_apply, h3]
  simp only [smul_eq_mul, mul_one, sub_zero]
```

Without this symmetry the bound can fail. The matrix with rows (1, 1) and (−1, 1) has u†Su > 0 for every non-zero real u, yet S_11 (S⁻¹)_11 = 1/2.

## Positivity

Positivity says that every combination of the functions whose coefficients are not all zero has positive squared length. It gives S_ii > 0 and r†Sr ≥ 0, so dividing the last identity by S_ii yields

S_ii (S⁻¹)_ii − 1 ≥ 0.

If equality holds, then r†Sr = 0, and strict positivity forces r = 0. Then Sr = 0, so S_ji = 0 for every j ≠ i, and S_ij = S_ji* = 0 as well. Conversely, if these entries vanish, then Sr = 0 and the identity reads 0 = S_ii (S_ii (S⁻¹)_ii − 1). Since S_ii ≠ 0, the product is 1. For a single function there is no j ≠ i, and equality always holds.

The three bullets of the proof are these three arguments. The inequality `1 ≤ S i i * S⁻¹ i i` uses the order on ℂ, in which comparable numbers have equal imaginary parts, so it also says that the product is real. The first bullet therefore replaces both diagonal entries by real numbers `s` and `t` before dividing.

```lean
/-- For a positive definite overlap matrix, `S i i * S⁻¹ i i` is real and at least one, and it
equals one exactly when `S i j = 0` for all `j ≠ i`. -/
theorem one_le_diag_mul_inv_diag (hS : S.PosDef) (i : n) :
    1 ≤ S i i * S⁻¹ i i ∧ (S i i * S⁻¹ i i = 1 ↔ ∀ j, j ≠ i → S i j = 0) := by
  have hlen := residual_length hS i
  have hpos : 0 < S i i := hS.diag_pos
  refine ⟨?_, fun h j hj => ?_, fun h => ?_⟩
  · -- both diagonal entries are real, so the inequality is one between real numbers
    have h0 := hS.posSemidef.dotProduct_mulVec_nonneg (residual S i)
    rw [hlen] at h0
    obtain ⟨s, hs⟩ : ∃ s : ℝ, S i i = (s : ℂ) :=
      ⟨_, (Complex.conj_eq_iff_re.mp (hS.isHermitian.apply i i)).symm⟩
    obtain ⟨t, ht⟩ : ∃ t : ℝ, S⁻¹ i i = (t : ℂ) :=
      ⟨_, (Complex.conj_eq_iff_re.mp (hS.isHermitian.inv.apply i i)).symm⟩
    rw [hs] at hpos
    rw [hs, ht] at h0 ⊢
    have hpos' : 0 < s := by exact_mod_cast hpos
    have h0' : 0 ≤ s * (s * t - 1) := by exact_mod_cast h0
    have h1 : 0 ≤ s * t - 1 := (mul_nonneg_iff_of_pos_left hpos').mp h0'
    have h2 : 1 ≤ s * t := by linarith
    exact_mod_cast h2
  · -- equality makes the residual vanish
    have hr : residual S i = 0 := by
      by_contra hne
      have hlt := hS.dotProduct_mulVec_pos hne
      rw [hlen, h, sub_self, mul_zero] at hlt
      exact lt_irrefl _ hlt
    have hcol := mulVec_residual hS i j
    rw [hr, Matrix.mulVec_zero, Pi.zero_apply, if_neg hj, zero_sub] at hcol
    have hji : S j i = 0 := neg_eq_zero.mp hcol.symm
    rw [← hS.isHermitian.apply i j, hji, star_zero]
  · -- a vanishing off-diagonal column gives a residual of zero length
    have hz : S *ᵥ residual S i = 0 := by
      ext j
      rw [mulVec_residual hS, Pi.zero_apply]
      by_cases hj : j = i
      · rw [if_pos hj, hj, sub_self]
      · rw [if_neg hj, ← hS.isHermitian.apply j i, h j hj, star_zero, sub_zero]
    rw [hz, dotProduct_zero] at hlen
    exact sub_eq_zero.mp ((mul_eq_zero.mp hlen.symm).resolve_left hpos.ne')
```

A Hermitian, invertible matrix that is not positive can violate the bound: rows (1, 2) and (2, 1) give S_11 (S⁻¹)_11 = −1/3. No functions have these overlaps, because two normalised functions cannot overlap by 2.

## Linear independence again, for norms

For actual functions, linear independence supplies the positive definiteness just used. The j-th component of Sx = e_i is the biorthogonality relation ⟨b_j, d_i⟩ = δ_ji.

```lean
/-- Basis functions and dual functions are biorthogonal. -/
theorem inner_dualFunction {b : n → E} (hb : LinearIndependent ℂ b) (i j : n) :
    ⟪b j, dualFunction b i⟫_ℂ = if j = i then 1 else 0 := by
  have h := congrFun (mulVec_dualCoeff (overlap_posDef hb) i) j
  rw [Pi.single_apply] at h
  rw [← h, dualFunction, inner_sum]
  change _ = ∑ k, ⟪b j, b k⟫_ℂ * dualCoeff (overlap b) i k
  exact Finset.sum_congr rfl fun k _ => by rw [inner_smul_right, mul_comm]
```

The squared norm follows from the same equation:

‖d_i‖² = x†Sx = x†e_i = x_i* = (S⁻¹)_ii.

```lean
/-- The squared norm of the `i`-th dual function is the `i`-th diagonal entry of the inverse
overlap matrix. -/
theorem norm_sq_dualFunction {b : n → E} (hb : LinearIndependent ℂ b) (i : n) :
    ((‖dualFunction b i‖ ^ 2 : ℝ) : ℂ) = (overlap b)⁻¹ i i := by
  have hself : ⟪dualFunction b i, dualFunction b i⟫_ℂ = ((‖dualFunction b i‖ ^ 2 : ℝ) : ℂ) :=
    (inner_self_eq_norm_sq_to_K _).trans (Complex.ofReal_pow _ _).symm
  rw [← hself, dualFunction, inner_expansion, mulVec_dualCoeff (overlap_posDef hb),
    dotProduct_single, mul_one]
  exact (overlap_posDef hb).isHermitian.inv.apply i i
```

With S_ii = ‖b_i‖², the matrix inequality becomes (‖b_i‖ ‖d_i‖)² ≥ 1. Norms are non-negative, so ‖b_i‖ ‖d_i‖ ≥ 1, and the product is 1 exactly when its square is. In the proof, `hprod` identifies the two products, and the rest removes the square.

```lean
/-- The norms of a basis function and its dual have product at least one, with equality exactly
when the basis function is orthogonal to all the others. -/
theorem one_le_norm_mul_norm_dual {b : n → E} (hb : LinearIndependent ℂ b) (i : n) :
    1 ≤ ‖b i‖ * ‖dualFunction b i‖ ∧
      (‖b i‖ * ‖dualFunction b i‖ = 1 ↔ ∀ j, j ≠ i → ⟪b i, b j⟫_ℂ = 0) := by
  have hx : 0 ≤ ‖b i‖ * ‖dualFunction b i‖ := by positivity
  have hbi : overlap b i i = ((‖b i‖ ^ 2 : ℝ) : ℂ) :=
    (inner_self_eq_norm_sq_to_K (b i)).trans (Complex.ofReal_pow _ _).symm
  have hprod : overlap b i i * (overlap b)⁻¹ i i
      = (((‖b i‖ * ‖dualFunction b i‖) ^ 2 : ℝ) : ℂ) := by
    rw [← norm_sq_dualFunction hb i, hbi, ← Complex.ofReal_mul, mul_pow]
  obtain ⟨h1, h2⟩ := one_le_diag_mul_inv_diag (overlap_posDef hb) i
  rw [hprod] at h1 h2
  rw [Complex.ofReal_eq_one] at h2
  have h1' : 1 ≤ (‖b i‖ * ‖dualFunction b i‖) ^ 2 := by exact_mod_cast h1
  refine ⟨?_, (pow_eq_one_iff_of_nonneg hx two_ne_zero).symm.trans h2⟩
  by_contra hlt
  nlinarith [not_le.mp hlt]
```

## Unit norm and a non-zero overlap

The strict statement has further hypotheses: `hi` says that b_i is normalised, and `hj` and `hij` together say that it overlaps with some other b_j. Unit norm turns the bound into ‖d_i‖ ≥ 1, and the overlap excludes equality. If b_i is normalised but orthogonal to all the others, its dual has norm exactly 1.

```lean
/-- If a normalised basis function overlaps with another one, its dual function has norm
greater than one. -/
theorem one_lt_norm_dual {b : n → E} (hb : LinearIndependent ℂ b) {i j : n}
    (hi : ‖b i‖ = 1) (hj : j ≠ i) (hij : ⟪b i, b j⟫_ℂ ≠ 0) : 1 < ‖dualFunction b i‖ := by
  obtain ⟨h1, h2⟩ := one_le_norm_mul_norm_dual hb i
  rw [hi, one_mul] at h1 h2
  exact lt_of_le_of_ne h1 fun h => hij (h2.mp h.symm j hj)

end

end DualFunctionLength
```

Without normalisation, the bound is easily misread as "the dual is longer than its partner". What it says is ‖d_i‖ ≥ 1/‖b_i‖. Take S with rows (2, i) and (−i, 1), where i is now the imaginary unit. The determinant is 2 − 1 = 1, and S⁻¹ has rows (1, −i) and (i, 2). For the first function:

x = (1, i),  r = 2x − e_1 = (1, 2i),  Sr = (0, i),

r†Sr = (−2i)(i) = 2 = S_11 (S_11 (S⁻¹)_11 − 1) = 2(2·1 − 1).

The product S_11 (S⁻¹)_11 is 2, above 1 as it must be with a non-zero overlap. Yet ‖b_1‖ = √2 and ‖d_1‖ = 1, so this dual is shorter than its partner and no longer than 1. After b_1 is rescaled to unit norm, its dual has norm √2.

```lean
#print axioms DualFunctionLength.inner_dualFunction
#print axioms DualFunctionLength.one_le_norm_mul_norm_dual
#print axioms DualFunctionLength.one_lt_norm_dual
```

```
'DualFunctionLength.inner_dualFunction' depends on axioms: [propext, Classical.choice, Quot.sound]
'DualFunctionLength.one_le_norm_mul_norm_dual' depends on axioms: [propext, Classical.choice, Quot.sound]
'DualFunctionLength.one_lt_norm_dual' depends on axioms: [propext, Classical.choice, Quot.sound]
```
